# At each momentum the one-dimensional Dirac quantum walk has eigenvalues exp(±iw), and w/ε tends to √(p² + m²)

A particle with two internal components hops on a line: in each time step a coin mixes the components, then a shift moves them in opposite directions. At lattice momentum k and coin angle t, one step is the matrix

U = diag(exp(ik), exp(−ik)) (cos t − i sin t σ₁).

Its eigenvalues are exp(iw) and exp(−iw), with w = arccos(cos k cos t). If k = εp and t = εm, then w/ε tends to √(p² + m²) as ε decreases to 0. Here ε is both the lattice spacing and the time step, p is the momentum and m the mass, with ħ = c = 1. A free Dirac particle in one dimension has the energies ±√(p² + m²), and a quantum simulation by such a walk should approach them at small step size.

## The step at fixed momentum

```lean
import Mathlib

open Matrix Filter Topology

namespace DiracQuantumWalk

noncomputable section

/-- The first Pauli matrix, which exchanges the two chiral components. -/
def sigma1 : Matrix (Fin 2) (Fin 2) ℂ := !![0, 1; 1, 0]
```

A `def` introduces an object. This one is σ₁, a complex 2×2 matrix written row by row; `Fin 2` supplies the indices 0 and 1.

```lean
/-- The third Pauli matrix, which is diagonal in the chiral components. -/
def sigma3 : Matrix (Fin 2) (Fin 2) ℂ := !![1, 0; 0, -1]
```

This is σ₃, whose eigenvalues label the two directions of motion.

```lean
/-- The conditional shift at lattice momentum `k`: the two components
acquire opposite phases. -/
def shift (k : ℝ) : Matrix (Fin 2) (Fin 2) ℂ :=
  !![Complex.exp (Complex.I * k), 0; 0, Complex.exp (-(Complex.I * k))]
```

The shift is S = diag(exp(ik), exp(−ik)). With plane waves exp(ikx), component 0 moves one site to the left and component 1 one site to the right.

```lean
/-- The coin `cos t - i sin t σ₁`, which mixes the two components by the angle `t`. -/
def coin (t : ℝ) : Matrix (Fin 2) (Fin 2) ℂ :=
  Complex.cos t • (1 : Matrix (Fin 2) (Fin 2) ℂ) - (Complex.I * Complex.sin t) • sigma1
```

The coin is C = cos t − i sin t σ₁. The symbol `•` multiplies a matrix by a number. The letter t is an angle, not a time.

```lean
/-- One time step of the Dirac quantum walk at momentum `k`: the coin, then the shift. -/
def walk (k t : ℝ) : Matrix (Fin 2) (Fin 2) ℂ := shift k * coin t
```

The step is U = SC, so the coin acts first. That the walk on lattice sites reduces to this matrix for each k is the Fourier transform, which is taken for granted here. A model on square-summable lattice wavefunctions would include that step, but plane waves are not square-summable, so the eigenvalue statement would in general become one about the spectrum.

```lean
/-- The quasienergy `w = arccos (cos k cos t)` of the walk. -/
def quasienergy (k t : ℝ) : ℝ := Real.arccos (Real.cos k * Real.cos t)
```

The quasienergy w lies between 0 and π. The other branch is −w.

```lean
/-- The Dirac Hamiltonian `m σ₁ - p σ₃` in one space dimension. -/
def diracH (p m : ℝ) : Matrix (Fin 2) (Fin 2) ℂ := (m : ℂ) • sigma1 - (p : ℂ) • sigma3
```

The continuum Hamiltonian is H = mσ₁ − pσ₃. The minus sign matches the direction of the shift.

## Unitarity and the two eigenvalues

```lean
/-- Opposite phases multiply to one and add up to twice the cosine. -/
theorem opposite_phases (x : ℝ) :
    Complex.exp (Complex.I * x) * Complex.exp (-(Complex.I * x)) = 1 ∧
    Complex.exp (Complex.I * x) + Complex.exp (-(Complex.I * x)) = 2 * Complex.cos x := by
  constructor
  · rw [← Complex.exp_add]
    simp
  · rw [Complex.cos, mul_comm Complex.I (x : ℂ), neg_mul]
    ring
```

A `theorem` gives a statement, then its proof after `:=`. For real x,

exp(ix) exp(−ix) = 1 and exp(ix) + exp(−ix) = 2 cos x.

```lean
/-- The step operator written out entry by entry. -/
theorem walk_eq (k t : ℝ) : walk k t =
    !![Complex.exp (Complex.I * k) * Complex.cos t,
        -(Complex.I * Complex.exp (Complex.I * k) * Complex.sin t);
      -(Complex.I * Complex.exp (-(Complex.I * k)) * Complex.sin t),
        Complex.exp (-(Complex.I * k)) * Complex.cos t] := by
  have hcoin : coin t = !![Complex.cos t, -(Complex.I * Complex.sin t);
      -(Complex.I * Complex.sin t), Complex.cos t] := by
    ext i j
    fin_cases i <;> fin_cases j <;> simp [coin, sigma1]
  rw [walk, shift, hcoin, Matrix.mul_fin_two]
  ext i j
  fin_cases i <;> fin_cases j <;> simp <;> ring
```

Write a = exp(ik), b = exp(−ik), c = cos t, s = sin t. Multiplying S by C gives the rows

(ac, −ias) and (−ibs, bc).

Lean checks the four entries one at a time.

```lean
/-- The step operator is unitary. -/
theorem walk_unitary (k t : ℝ) : walk k t ∈ Matrix.unitaryGroup (Fin 2) ℂ := by
  have ha : (starRingEnd ℂ) (Complex.exp (Complex.I * k)) =
      Complex.exp (-(Complex.I * k)) := by
    rw [← Complex.exp_conj]; simp
  have hb : (starRingEnd ℂ) (Complex.exp (-(Complex.I * k))) =
      Complex.exp (Complex.I * k) := by
    rw [← Complex.exp_conj]; simp
  have hc : (starRingEnd ℂ) (Complex.cos t) = Complex.cos t := by
    rw [← Complex.cos_conj, Complex.conj_ofReal]
  have hs : (starRingEnd ℂ) (Complex.sin t) = Complex.sin t := by
    rw [← Complex.sin_conj, Complex.conj_ofReal]
  -- the adjoint, entry by entry
  have hstar : star (walk k t) =
      !![Complex.exp (-(Complex.I * k)) * Complex.cos t,
          Complex.I * Complex.exp (Complex.I * k) * Complex.sin t;
        Complex.I * Complex.exp (-(Complex.I * k)) * Complex.sin t,
          Complex.exp (Complex.I * k) * Complex.cos t] := by
    ext i j
    fin_cases i <;> fin_cases j <;>
      simp [walk_eq, Matrix.star_apply, ha, hb, hc, hs]
  have hab := (opposite_phases k).1
  have hcs := Complex.sin_sq_add_cos_sq (t : ℂ)
  rw [Matrix.mem_unitaryGroup_iff, hstar, walk_eq]
  generalize Complex.exp (Complex.I * k) = a at hab ⊢
  generalize Complex.exp (-(Complex.I * k)) = b at hab ⊢
  generalize Complex.cos t = c at hcs ⊢
  generalize Complex.sin t = s at hcs ⊢
  have h1 : a * c * (b * c) + -(Complex.I * a * s) * (Complex.I * b * s) = 1 := by
    linear_combination -a * b * s ^ 2 * Complex.I_sq + a * b * hcs + hab
  have h2 : a * c * (Complex.I * a * s) + -(Complex.I * a * s) * (a * c) = 0 := by ring
  have h3 : -(Complex.I * b * s) * (b * c) + b * c * (Complex.I * b * s) = 0 := by ring
  have h4 : -(Complex.I * b * s) * (Complex.I * a * s) + b * c * (a * c) = 1 := by
    linear_combination -a * b * s ^ 2 * Complex.I_sq + a * b * hcs + hab
  rw [Matrix.mul_fin_two, Matrix.one_fin_two, h1, h2, h3, h4]
```

Unitarity is membership in `Matrix.unitaryGroup`. Conjugation exchanges a and b and leaves c and s fixed. Both diagonal entries of UU† are

ab(c² + s²) = 1,

and the off-diagonal ones are ia²cs − ia²cs = 0 and −ib²cs + ib²cs = 0. The `generalize` lines introduce the same four letters, and `linear_combination` verifies the algebra from ab = 1, s² + c² = 1 and i² = −1.

```lean
/-- The lattice dispersion relation `cos w = cos k cos t`. -/
theorem cos_quasienergy (k t : ℝ) :
    Real.cos (quasienergy k t) = Real.cos k * Real.cos t := by
  have k1 := sub_nonneg.mpr (Real.cos_le_one k)
  have t1 := sub_nonneg.mpr (Real.cos_le_one t)
  have k2 : 0 ≤ 1 + Real.cos k := by linarith [Real.neg_one_le_cos k]
  have t2 : 0 ≤ 1 + Real.cos t := by linarith [Real.neg_one_le_cos t]
  apply Real.cos_arccos
  · nlinarith [mul_nonneg k1 t1, mul_nonneg k2 t2]
  · nlinarith [mul_nonneg k1 t2, mul_nonneg k2 t1]
```

Cosine undoes arccos only on [−1, 1], so the product must be shown to lie there. With x = cos k and y = cos t,

2 + 2xy = (1 − x)(1 − y) + (1 + x)(1 + y) ≥ 0,
2 − 2xy = (1 − x)(1 + y) + (1 + x)(1 − y) ≥ 0.

Hence cos w = cos k cos t.

```lean
/-- The characteristic polynomial of the step operator has the two roots
`exp (iw)` and `exp (-iw)`, counted with multiplicity. -/
theorem walk_charpoly (k t : ℝ) (z : ℂ) :
    (z • (1 : Matrix (Fin 2) (Fin 2) ℂ) - walk k t).det =
      (z - Complex.exp (Complex.I * quasienergy k t)) *
        (z - Complex.exp (-(Complex.I * quasienergy k t))) := by
  have hM : z • (1 : Matrix (Fin 2) (Fin 2) ℂ) - walk k t =
      !![z - Complex.exp (Complex.I * k) * Complex.cos t,
          Complex.I * Complex.exp (Complex.I * k) * Complex.sin t;
        Complex.I * Complex.exp (-(Complex.I * k)) * Complex.sin t,
          z - Complex.exp (-(Complex.I * k)) * Complex.cos t] := by
    ext i j
    fin_cases i <;> fin_cases j <;> simp [walk_eq]
  obtain ⟨hab, hk⟩ := opposite_phases k
  obtain ⟨hef, hw⟩ := opposite_phases (quasienergy k t)
  have hcos : Complex.cos (quasienergy k t) = Complex.cos k * Complex.cos t := by
    exact_mod_cast cos_quasienergy k t
  -- compare the traces; both determinants are one
  rw [hM, Matrix.det_fin_two_of]
  linear_combination z * (hw + 2 * hcos - Complex.cos t * hk)
    - Complex.exp (Complex.I * k) * Complex.exp (-(Complex.I * k)) *
      Complex.sin t ^ 2 * Complex.I_sq
    + Complex.exp (Complex.I * k) * Complex.exp (-(Complex.I * k)) *
      Complex.sin_sq_add_cos_sq (t : ℂ) + hab - hef
```

Expanding the determinant gives

det(z − U) = (z − ac)(z − bc) − (ias)(ibs)
= z² − zc(a + b) + ab(c² + s²)
= z² − 2z cos w + 1
= (z − exp(iw))(z − exp(−iw)).

The third line uses a + b = 2 cos k and the dispersion relation. The long `linear_combination` is this calculation in one line of bookkeeping.

```lean
/-- A complex number is an eigenvalue of the step operator exactly when it is
`exp (iw)` or `exp (-iw)`. -/
theorem walk_eigenvalue_iff (k t : ℝ) (z : ℂ) :
    (∃ v : Fin 2 → ℂ, v ≠ 0 ∧ walk k t *ᵥ v = z • v) ↔
      z = Complex.exp (Complex.I * quasienergy k t) ∨
        z = Complex.exp (-(Complex.I * quasienergy k t)) := by
  have h := Matrix.exists_mulVec_eq_zero_iff
    (M := z • (1 : Matrix (Fin 2) (Fin 2) ℂ) - walk k t)
  rw [walk_charpoly, mul_eq_zero, sub_eq_zero, sub_eq_zero] at h
  rw [← h]
  refine exists_congr fun v => and_congr_right fun _ => ?_
  rw [Matrix.sub_mulVec, Matrix.smul_mulVec, Matrix.one_mulVec, sub_eq_zero]
  exact eq_comm
```

The left side says that some nonzero v satisfies Uv = zv; `*ᵥ` is matrix times vector. Such a v exists exactly when det(z − U) = 0, hence exactly when z is one of the two roots. The vector need not be normalised; dividing it by its norm leaves z unchanged. When w is 0 or π the two roots coincide.

## The continuum energy

```lean
/-- The dispersion relation in half angles:
`sin² (w/2) = sin² (k/2) + cos k sin² (t/2)`. -/
theorem sin_sq_half_quasienergy (k t : ℝ) :
    Real.sin (quasienergy k t / 2) ^ 2 =
      Real.sin (k / 2) ^ 2 + Real.cos k * Real.sin (t / 2) ^ 2 := by
  have h : ∀ x : ℝ, Real.sin (x / 2) ^ 2 = (1 - Real.cos x) / 2 := by
    intro x
    have h1 := Real.cos_two_mul (x / 2)
    rw [show 2 * (x / 2) = x by ring] at h1
    linear_combination Real.sin_sq_add_cos_sq (x / 2) + h1 / 2
  rw [h (quasienergy k t), h k, h t, cos_quasienergy]
  ring
```

From sin²(x/2) = (1 − cos x)/2,

sin²(w/2) = (1 − cos k cos t)/2
= (1 − cos k)/2 + cos k (1 − cos t)/2
= sin²(k/2) + cos k sin²(t/2).

```lean
/-- Continuum limit: for `k = εp` and `t = εm` the quasienergy per time step `ε`
tends to the relativistic energy `√(p² + m²)` as `ε` decreases to zero. -/
theorem quasienergy_continuum_limit (p m : ℝ) :
    Tendsto (fun ε : ℝ => quasienergy (ε * p) (ε * m) / ε) (𝓝[>] 0)
      (𝓝 (Real.sqrt (p ^ 2 + m ^ 2))) := by
  have sin_eq : ∀ x : ℝ, Real.sin x = x * Real.sinc x := by
    intro x
    by_cases hx : x = 0
    · simp [hx]
    · rw [Real.sinc_of_ne_zero hx]
      field_simp
  have hq : Continuous fun ε : ℝ => Real.sinc (quasienergy (ε * p) (ε * m) / 2) := by
    unfold quasienergy
    exact Real.continuous_sinc.comp ((Real.continuous_arccos.comp
      (by fun_prop : Continuous fun ε : ℝ =>
        Real.cos (ε * p) * Real.cos (ε * m))).div_const 2)
  have hw : Tendsto (fun ε : ℝ => Real.sinc (quasienergy (ε * p) (ε * m) / 2))
      (𝓝[>] 0) (𝓝 1) := by
    have h := (hq.tendsto 0).mono_left (nhdsWithin_le_nhds (s := Set.Ioi 0))
    simpa [quasienergy] using h
  have h1 : ∀ q : ℝ, Continuous fun ε : ℝ => Real.sinc (ε * q / 2) :=
    fun q => Real.continuous_sinc.comp (by fun_prop)
  have hc : Continuous fun ε : ℝ => p ^ 2 * Real.sinc (ε * p / 2) ^ 2 +
      Real.cos (ε * p) * m ^ 2 * Real.sinc (ε * m / 2) ^ 2 :=
    (continuous_const.mul ((h1 p).pow 2)).add
      ((by fun_prop : Continuous fun ε : ℝ => Real.cos (ε * p) * m ^ 2).mul ((h1 m).pow 2))
  have hN : Tendsto (fun ε : ℝ => p ^ 2 * Real.sinc (ε * p / 2) ^ 2 +
      Real.cos (ε * p) * m ^ 2 * Real.sinc (ε * m / 2) ^ 2)
      (𝓝[>] 0) (𝓝 (p ^ 2 + m ^ 2)) := by
    have h := (hc.tendsto 0).mono_left (nhdsWithin_le_nhds (s := Set.Ioi 0))
    simpa using h
  have hlim := (hN.div (hw.pow 2) (by norm_num)).sqrt
  rw [one_pow, div_one] at hlim
  refine hlim.congr' ?_
  filter_upwards [self_mem_nhdsWithin, hw.eventually_ne one_ne_zero] with ε hε hne
  have hε' : 0 < ε := hε
  have hnn : 0 ≤ quasienergy (ε * p) (ε * m) / ε :=
    div_nonneg (Real.arccos_nonneg _) hε'.le
  -- the half-angle relation, divided by `ε²`
  have heq : (p ^ 2 * Real.sinc (ε * p / 2) ^ 2 +
      Real.cos (ε * p) * m ^ 2 * Real.sinc (ε * m / 2) ^ 2) /
        Real.sinc (quasienergy (ε * p) (ε * m) / 2) ^ 2 =
      (quasienergy (ε * p) (ε * m) / ε) ^ 2 := by
    have h := sin_sq_half_quasienergy (ε * p) (ε * m)
    simp only [sin_eq] at h
    rw [div_pow, div_eq_div_iff (pow_ne_zero 2 hne) (pow_ne_zero 2 hε'.ne')]
    linear_combination -4 * h
  exact (congrArg Real.sqrt heq).trans (Real.sqrt_sq hnn)
```

`Tendsto` states the limit, and `𝓝[>] 0` means that ε approaches 0 through positive values. Put k = εp, t = εm and sin x = x sinc x into the half-angle relation, and multiply by 4/ε²:

(w/ε)² sinc²(w/2) = p² sinc²(εp/2) + m² cos(εp) sinc²(εm/2).

As ε → 0, w → arccos 1 = 0, so every sinc and the cosine tend to 1. Dividing by sinc²(w/2), which is nonzero for small ε, gives (w/ε)² → p² + m². Since w/ε ≥ 0, taking the root gives the result.

The device that carries this argument is `Real.sinc`, defined as sin x / x with value 1 at x = 0. Arccos has a vertical tangent at 1, so w cannot simply be expanded by differentiating arccos there. Mathlib's `Real.continuous_sinc` absorbs the 0/0 into a continuous function, and p = 0 or m = 0 needs no separate treatment. At the end, `congr'` passes the limit to w/ε, because the two expressions agree for all small positive ε.

## The Dirac Hamiltonian as generator

```lean
/-- The square of the Dirac Hamiltonian is `p² + m²` times the identity. -/
theorem diracH_sq (p m : ℝ) :
    diracH p m * diracH p m =
      ((p : ℂ) ^ 2 + (m : ℂ) ^ 2) • (1 : Matrix (Fin 2) (Fin 2) ℂ) := by
  ext i j
  fin_cases i <;> fin_cases j <;>
    simp [diracH, sigma1, sigma3, Matrix.mul_apply, Fin.sum_univ_succ] <;> ring
```

Since σ₁² = σ₃² = 1 and σ₁σ₃ + σ₃σ₁ = 0,

H² = m² + p² − mp(σ₁σ₃ + σ₃σ₁) = p² + m².

Any eigenvalue of H therefore has magnitude √(p² + m²), the limit found above.

```lean
/-- For `k = εp` and `t = εm`, each entry of the step operator has at `ε = 0` the
derivative given by `-i` times the Dirac Hamiltonian. -/
theorem walk_generator (p m : ℝ) (i j : Fin 2) :
    HasDerivAt (fun ε : ℝ => walk (ε * p) (ε * m) i j)
      (-Complex.I * diracH p m i j) 0 := by
  have hl : ∀ q : ℝ, HasDerivAt (fun ε : ℝ => ((ε * q : ℝ) : ℂ)) (q : ℂ) 0 :=
    fun q => (hasDerivAt_mul_const q).ofReal_comp
  have hE := ((hl p).const_mul Complex.I).cexp
  have hF := ((hl p).const_mul Complex.I).fun_neg.cexp
  have hC := (Complex.hasDerivAt_cos _).comp (0 : ℝ) (hl m)
  have hS := (Complex.hasDerivAt_sin _).comp (0 : ℝ) (hl m)
  simp only [walk_eq]
  fin_cases i <;> fin_cases j
  · refine (hE.mul hC).congr_deriv ?_
    simp [diracH, sigma1, sigma3]
  · refine ((hE.const_mul Complex.I).mul hS).neg.congr_deriv ?_
    simp [diracH, sigma1, sigma3]
  · refine ((hF.const_mul Complex.I).mul hS).neg.congr_deriv ?_
    simp [diracH, sigma1, sigma3]
  · refine (hF.mul hC).congr_deriv ?_
    simp [diracH, sigma1, sigma3]

end

end DiracQuantumWalk
```

`HasDerivAt` gives the derivative of each entry (i, j) at ε = 0. There a = b = c = 1 and s = 0, with derivatives a′ = ip, b′ = −ip, c′ = 0 and s′ = m. The product rule gives the rows

(ip, −im) and (−im, −ip),

which form −iH. Thus U = 1 − iεH to first order in ε. This concerns a single step; convergence of the evolution over a fixed time, with about 1/ε steps, would need a further estimate.

```lean
#print axioms DiracQuantumWalk.walk_eigenvalue_iff
#print axioms DiracQuantumWalk.quasienergy_continuum_limit
#print axioms DiracQuantumWalk.diracH_sq
#print axioms DiracQuantumWalk.walk_generator
```

```
'DiracQuantumWalk.walk_eigenvalue_iff' depends on axioms: [propext, Classical.choice, Quot.sound]
'DiracQuantumWalk.quasienergy_continuum_limit' depends on axioms: [propext, Classical.choice, Quot.sound]
'DiracQuantumWalk.diracH_sq' depends on axioms: [propext, Classical.choice, Quot.sound]
'DiracQuantumWalk.walk_generator' depends on axioms: [propext, Classical.choice, Quot.sound]
```
